# Closed form for the canonical partition sum of ideal bosons in finitely many modes with distinct Boltzmann weights

For $N$ non-interacting bosons in $M\ge 1$ modes with single-particle energies $e_j$, at inverse temperature $\beta=1/(k_BT)$ and with pairwise distinct weights $x_j=e^{-\beta e_j}$, the canonical partition sum is

$$Z_N=\sum_j \frac{x_j^{\,N+M-1}}{\prod_{k\ne j}(x_j-x_k)} .$$

The left side adds positive Boltzmann factors over all ways of distributing the bosons. The right side has only $M$ terms, some of them negative once $M\ge2$, and its denominators shrink when two levels approach each other. How can the two agree, and what happens at a degeneracy?

## Two modes show the cancellation

For two modes the formula is a finite geometric sum:

$$\frac{x_a^{N+1}-x_b^{N+1}}{x_a-x_b}=\sum_{i=0}^{N}x_a^{\,i}x_b^{\,N-i}.$$

The right side lists every way to put $i$ bosons in $a$ and the rest in $b$. As the weights approach a common value $x$, the two terms of the closed form grow in size with opposite signs, while their sum tends to $(N+1)x^N$. For more modes, the agreement follows from a recursion that both expressions obey.

## One recursion for both sums

Let $s$ be a finite set of modes, let $n_j$ be the number of bosons in mode $j$, and write

$$Z_N(s)=\sum_{\sum_j n_j=N}e^{-\beta\sum_j n_je_j},\qquad
F_p(s)=\sum_{j\in s}\frac{x_j^p}{\prod_{k\in s,\,k\ne j}(x_j-x_k)} .$$

Add a mode $a\notin s$. Configurations of $N+1$ bosons with $n_a=0$ contribute $Z_{N+1}(s)$. In all others, removing one boson from $a$ leaves an arbitrary configuration of $N$ bosons and takes out a factor $x_a$. Hence

$$Z_{N+1}(s\cup a)=Z_{N+1}(s)+x_aZ_N(s\cup a).$$

With $Z_0=1$, and no way to place $N+1$ bosons in zero modes, this gives $Z_N(\{a\})=x_a^N$.

For the explicit sum, let $D_j$ be the product of the differences $x_j-x_k$ over $k\in s$, $k\ne j$. Writing one factor $x_j$ as $(x_j-x_a)+x_a$ gives, for $j\in s$,

$$\frac{x_j^{p+1}}{(x_j-x_a)D_j}=\frac{x_j^p}{D_j}+x_a\frac{x_j^p}{(x_j-x_a)D_j}.$$

The term of mode $a$ simply has one factor $x_a$ taken out. Summing all terms,

$$F_{p+1}(s\cup a)=F_p(s)+x_aF_p(s\cup a).$$

For $p=N+|s|$ this is the recursion of $Z_N$, with the closed form in place of the boson sum: the exponent $N+M-1$ counts the modes too, so it drops by one when $a$ is removed.

Now let $S=t\cup\{a,b\}$, with $a\ne b$ and neither in $t$. Adding $a$ last or $b$ last gives two expressions for $Z_{N+1}(S)$. Equating them, and doing the same for $F_{p+1}(S)$, yields

$$(x_a-x_b)Z_N(S)=Z_{N+1}(t\cup a)-Z_{N+1}(t\cup b),$$
$$(x_a-x_b)F_p(S)=F_p(t\cup a)-F_p(t\cup b).$$

Suppose $Z_N=F_{N+m}$ holds for every set of $m+1$ modes and every $N$. If $S$ has $m+2$ modes, put $p=N+m+1$: the two right sides agree, and division by $x_a-x_b\ne0$ gives $Z_N(S)=F_{N+m+1}(S)$. The single mode starts the induction.

## Two bosons in three modes

Take weights $1,\tfrac12,\tfrac14$ and $N=2$. Direct enumeration gives

$$1+\tfrac14+\tfrac1{16}+\tfrac12+\tfrac14+\tfrac18=\tfrac{35}{16}.$$

The closed form has exponent $4$ and gives

$$\frac{1}{\frac12\cdot\frac34}+\frac{\frac1{16}}{(-\frac12)\frac14}+\frac{\frac1{256}}{(-\frac34)(-\frac14)}
=\frac83-\frac12+\frac1{48}=\frac{35}{16}.$$

## Degenerate levels and large particle number

Two modes of equal energy have $Z_N=(N+1)x^N$. The recursion confirms it: $x^{N+1}+x(N+1)x^N=(N+2)x^{N+1}$.

For $\beta>0$, distinct energies and lowest mode $g$, multiply the closed form by $e^{\beta Ne_g}=x_g^{-N}$. Term $j$ then contains $(x_j/x_g)^N$, which tends to zero unless $j=g$. What remains is

$$\frac{x_g^{M-1}}{\prod_{k\ne g}(x_g-x_k)}=\prod_{k\ne g}\frac1{1-e^{-\beta(e_k-e_g)}} .$$

This is the partition sum of the excited modes with unrestricted occupations and energies counted from $e_g$, the lowest mode acting as a particle reservoir. The modes and $\beta$ stay fixed as $N$ grows, so this is not a thermodynamic limit at fixed density. In the example above the limit is $8/3$.

## What the Lean statements say

The type `ι` labels modes, the finite set `s` selects the available ones, and `e` and `β` are real. `weight β e j` is $x_j$, and `bosonSum β e s N` is $Z_N(s)$. Its index set `s.piAntidiag N` consists of the natural-number occupation functions that vanish outside `s` and have total `N`, so each configuration counts once. `modeSum x s p` is $F_p(s)$.

In `bosonSum_closed_form`, `hs` says that there is at least one mode, and `hx`, an instance of `Set.InjOn`, says that different modes in `s` have different weights. With two or more modes this means nondegenerate energies and $\beta\ne0$; negative $\beta$ is allowed. `s.card` is $M$, and `s.erase j` removes $j$ from the product. For one mode that product is empty and equals $1$. If `s` consists of just two modes and their weights are equal, Lean's division by zero makes the right side $0$, although the boson sum is positive.

`bosonSum_degenerate_pair` and `bosonSum_tendsto` state the two further results; in the latter, `hmin` makes `g` the lowest mode.

The model starts from occupation numbers. Identifying `bosonSum` with the trace of $e^{-\beta H}$ over the symmetric $N$-particle space, for a Hamiltonian $H$ without interactions, is the physical step left to the reader.

```lean
import Mathlib

open Filter Topology

namespace CanonicalBosonClosedForm

noncomputable section

variable {ι : Type*} [DecidableEq ι] (β : ℝ) (e : ι → ℝ) {s : Finset ι} {a b : ι}

/-- The Boltzmann weight `exp (-β e_j)` of one particle in mode `j`. -/
def weight (j : ι) : ℝ := Real.exp (-β * e j)

/-- The canonical partition sum of `N` bosons in the modes `s`: a sum over all occupation
numbers `n` with total `N`, each weighted by the Boltzmann factor of its energy. -/
def bosonSum (s : Finset ι) (N : ℕ) : ℝ :=
  ∑ n ∈ s.piAntidiag N, Real.exp (-β * ∑ j ∈ s, (n j : ℝ) * e j)

/-- The sum over modes of `x_j ^ p / ∏ (x_j - x_k)`, the product running over the other modes; it is
meant for weights `x` that are pairwise distinct on `s`. -/
def modeSum (x : ι → ℝ) (s : Finset ι) (p : ℕ) : ℝ :=
  ∑ j ∈ s, x j ^ p / ∏ k ∈ s.erase j, (x j - x k)

/-- Adding a new mode `a`: either it stays empty, or one boson can be taken out of it at the
price of one Boltzmann weight. -/
theorem bosonSum_insert (ha : a ∉ s) (N : ℕ) :
    bosonSum β e (insert a s) (N + 1)
      = bosonSum β e s (N + 1) + weight β e a * bosonSum β e (insert a s) N := by
  have hne : ∀ j ∈ s, j ≠ a := fun j hj h => ha (h ▸ hj)
  have hupd : ∀ (n : ι → ℕ) (m : ℕ), ∑ j ∈ s, Function.update n a m j = ∑ j ∈ s, n j :=
    fun n m => Finset.sum_congr rfl fun j hj => by rw [Function.update_of_ne (hne j hj)]
  have hupdE : ∀ (n : ι → ℕ) (m : ℕ),
      ∑ j ∈ s, ((Function.update n a m j : ℕ) : ℝ) * e j = ∑ j ∈ s, (n j : ℝ) * e j :=
    fun n m => Finset.sum_congr rfl fun j hj => by rw [Function.update_of_ne (hne j hj)]
  unfold bosonSum
  rw [← Finset.sum_filter_add_sum_filter_not ((insert a s).piAntidiag (N + 1))
    (fun n => n a = 0)]
  refine congrArg₂ (· + ·) ?_ ?_
  · -- mode `a` is empty
    refine Finset.sum_congr ?_ ?_
    · ext n
      simp only [Finset.mem_filter, Finset.mem_piAntidiag, Finset.sum_insert ha,
        Finset.mem_insert]
      constructor
      · rintro ⟨⟨h1, h2⟩, h3⟩
        refine ⟨by rw [h3, zero_add] at h1; exact h1, fun i hi => ?_⟩
        rcases h2 i hi with h | h
        · exact absurd (h ▸ h3) hi
        · exact h
      · rintro ⟨h1, h2⟩
        have h3 : n a = 0 := by
          by_contra h
          exact ha (h2 a h)
        exact ⟨⟨by rw [h3, zero_add]; exact h1, fun i hi => Or.inr (h2 i hi)⟩, h3⟩
    · intro n hn
      have h3 : n a = 0 := by
        by_contra h
        exact ha ((Finset.mem_piAntidiag.1 hn).2 a h)
      rw [Finset.sum_insert ha, h3]
      simp
  · -- mode `a` is occupied: remove one boson from it
    rw [Finset.mul_sum]
    refine Finset.sum_nbij' (fun n => Function.update n a (n a - 1))
      (fun n => Function.update n a (n a + 1)) ?_ ?_ ?_ ?_ ?_
    · intro n hn
      simp only [Finset.mem_filter, Finset.mem_piAntidiag, Finset.sum_insert ha] at hn ⊢
      obtain ⟨⟨h1, h2⟩, h3⟩ := hn
      refine ⟨by simp only [Function.update_self, hupd]; omega, fun i hi => ?_⟩
      by_cases hia : i = a
      · exact hia ▸ Finset.mem_insert_self i s
      · rw [Function.update_of_ne hia] at hi
        exact h2 i hi
    · intro n hn
      simp only [Finset.mem_filter, Finset.mem_piAntidiag, Finset.sum_insert ha] at hn ⊢
      obtain ⟨h1, h2⟩ := hn
      refine ⟨⟨by simp only [Function.update_self, hupd]; omega, fun i hi => ?_⟩,
        by simp only [Function.update_self]; omega⟩
      by_cases hia : i = a
      · exact hia ▸ Finset.mem_insert_self i s
      · rw [Function.update_of_ne hia] at hi
        exact h2 i hi
    · intro n hn
      have h3 : n a ≠ 0 := (Finset.mem_filter.1 hn).2
      simp only [Function.update_self, Function.update_idem]
      rw [Nat.sub_add_cancel (Nat.one_le_iff_ne_zero.2 h3), Function.update_eq_self]
    · intro n _
      simp
    · intro n hn
      have h3 : n a ≠ 0 := (Finset.mem_filter.1 hn).2
      have hc : ((n a - 1 : ℕ) : ℝ) = (n a : ℝ) - 1 := by
        rw [Nat.cast_sub (Nat.one_le_iff_ne_zero.2 h3), Nat.cast_one]
      simp only [weight, Finset.sum_insert ha, hupdE, Function.update_self]
      rw [hc, ← Real.exp_add]
      refine congrArg Real.exp ?_
      ring

/-- `N` bosons in a single mode have the partition sum `x ^ N`. -/
theorem bosonSum_singleton (a : ι) (N : ℕ) : bosonSum β e {a} N = weight β e a ^ N := by
  induction N with
  | zero => simp [bosonSum]
  | succ N ih =>
    have h := bosonSum_insert β e (a := a) (s := ∅) (by simp) N
    have h0 : bosonSum β e ∅ (N + 1) = 0 := by
      unfold bosonSum
      refine Finset.sum_eq_zero fun n hn => ?_
      have h1 := (Finset.mem_piAntidiag.1 hn).1
      simp at h1
    rw [insert_empty_eq, h0, ih] at h
    rw [h]
    ring

/-- For pairwise distinct weights and a new mode `a`, the explicit sum over the enlarged set with
exponent `p + 1` is the sum over `s` with exponent `p`, plus `x a` times the sum over the enlarged
set with exponent `p`. -/
theorem modeSum_insert {x : ι → ℝ} (ha : a ∉ s)
    (hx : Set.InjOn x (insert a s : Finset ι)) (p : ℕ) :
    modeSum x (insert a s) (p + 1) = modeSum x s p + x a * modeSum x (insert a s) p := by
  have key : ∀ j ∈ s, x j ^ (p + 1) / ∏ k ∈ (insert a s).erase j, (x j - x k)
      = x j ^ p / ∏ k ∈ s.erase j, (x j - x k)
        + x a * (x j ^ p / ∏ k ∈ (insert a s).erase j, (x j - x k)) := by
    intro j hj
    have hja : j ≠ a := fun h => ha (h ▸ hj)
    have hd : x j - x a ≠ 0 := sub_ne_zero.2 fun h =>
      hja (hx (Finset.mem_coe.2 (Finset.mem_insert_of_mem hj))
        (Finset.mem_coe.2 (Finset.mem_insert_self a s)) h)
    rw [Finset.erase_insert_of_ne hja.symm,
      Finset.prod_insert (fun h => ha (Finset.mem_of_mem_erase h))]
    -- the factor `x j - x a` cancels
    have hq : x j ^ p / ∏ k ∈ s.erase j, (x j - x k)
        = (x j - x a) * (x j ^ p / ((x j - x a) * ∏ k ∈ s.erase j, (x j - x k))) := by
      rw [← mul_div_assoc, mul_div_mul_left _ _ hd]
    rw [hq]
    ring
  unfold modeSum
  rw [Finset.sum_insert ha, Finset.sum_insert ha, Finset.erase_insert ha, mul_add,
    Finset.mul_sum, Finset.sum_congr rfl key, Finset.sum_add_distrib]
  ring

/-- **Closed form of the canonical boson sum.** For `N` bosons in `M ≥ 1` modes with pairwise
distinct Boltzmann weights `x_j`, the partition sum is
`∑_j x_j ^ (N + M - 1) / ∏_{k ≠ j} (x_j - x_k)`. -/
theorem bosonSum_closed_form (hs : s.Nonempty) (hx : Set.InjOn (weight β e) s) (N : ℕ) :
    bosonSum β e s N = ∑ j ∈ s, weight β e j ^ (N + s.card - 1) /
      ∏ k ∈ s.erase j, (weight β e j - weight β e k) := by
  have key : ∀ (m : ℕ) (s : Finset ι), s.card = m + 1 → Set.InjOn (weight β e) s →
      ∀ N, bosonSum β e s N = modeSum (weight β e) s (N + m) := by
    intro m
    induction m with
    | zero =>
      intro s hs _ N
      obtain ⟨a, rfl⟩ := Finset.card_eq_one.1 hs
      rw [bosonSum_singleton]
      simp [modeSum]
    | succ m ih =>
      intro s hs hx N
      obtain ⟨a, u, hau, rfl, hu⟩ := Finset.card_eq_succ.1 hs
      obtain ⟨b, t, hbt, rfl, ht⟩ := Finset.card_eq_succ.1 hu
      have hab : a ≠ b := fun h => hau (h ▸ Finset.mem_insert_self a t)
      have hat : a ∉ t := fun h => hau (Finset.mem_insert_of_mem h)
      have hba : b ∉ insert a t := fun h =>
        (Finset.mem_insert.1 h).elim (fun h => hab h.symm) hbt
      have hcomm : insert a (insert b t) = insert b (insert a t) := by
        ext i
        simp only [Finset.mem_insert]
        exact or_left_comm
      have hx' : Set.InjOn (weight β e) (insert b (insert a t) : Finset ι) := by
        rw [← hcomm]
        exact hx
      have hd : weight β e a - weight β e b ≠ 0 := sub_ne_zero.2 fun h =>
        hab (hx (Finset.mem_coe.2 (by simp)) (Finset.mem_coe.2 (by simp)) h)
      -- fewer modes, one more boson
      have iha := ih (insert a t) (by rw [Finset.card_insert_of_notMem hat, ht])
        (hx'.mono (Finset.coe_subset.2 (Finset.subset_insert b _))) (N + 1)
      have ihb := ih (insert b t) hu
        (hx.mono (Finset.coe_subset.2 (Finset.subset_insert a _))) (N + 1)
      rw [show N + 1 + m = N + (m + 1) by omega] at iha ihb
      -- add the two modes in either order
      have z1 := bosonSum_insert β e hau N
      have z2 := bosonSum_insert β e hba N
      have p1 := modeSum_insert hau hx (N + (m + 1))
      have p2 := modeSum_insert hba hx' (N + (m + 1))
      rw [← hcomm] at z2 p2
      apply mul_left_cancel₀ hd
      linear_combination z2 - z1 + iha - ihb - (p2 - p1)
  obtain ⟨m, hm⟩ : ∃ m, s.card = m + 1 :=
    ⟨s.card - 1, by have := hs.card_pos; omega⟩
  rw [show N + s.card - 1 = N + m by omega]
  exact key m s hm hx N

/-- Two different modes of equal energy have the boson sum `(N + 1) x ^ N`. -/
theorem bosonSum_degenerate_pair (hab : a ≠ b) (h : e a = e b) (N : ℕ) :
    bosonSum β e {a, b} N = (N + 1) * weight β e a ^ N := by
  have hw : weight β e b = weight β e a := by simp only [weight, h]
  induction N with
  | zero => simp [bosonSum]
  | succ N ih =>
    rw [bosonSum_insert β e (by simpa using hab) N, bosonSum_singleton, ih, hw]
    push_cast
    ring

/-- For `β > 0` and pairwise distinct energies with lowest mode `g`, the boson sum measured from
the energy `N e_g` tends, as `N` grows, to the product over the other modes of
`1 / (1 - exp (-β (e_k - e_g)))`. -/
theorem bosonSum_tendsto {g : ι} (hβ : 0 < β) (he : Set.InjOn e s) (hg : g ∈ s)
    (hmin : ∀ k ∈ s, e g ≤ e k) :
    Tendsto (fun N : ℕ => bosonSum β e s N * Real.exp (β * N * e g)) atTop
      (𝓝 (∏ k ∈ s.erase g, (1 - Real.exp (-β * (e k - e g)))⁻¹)) := by
  have hx : Set.InjOn (weight β e) s := by
    intro i hi j hj h
    have h' : -β * e i = -β * e j := Real.exp_injective h
    exact he hi hj (mul_left_cancel₀ (neg_ne_zero.2 hβ.ne') h')
  have hpos : ∀ j, 0 < weight β e j := fun j => Real.exp_pos _
  obtain ⟨m, hm⟩ : ∃ m, s.card = m + 1 :=
    ⟨s.card - 1, by have := Finset.card_pos.2 ⟨g, hg⟩; omega⟩
  have hL : weight β e g ^ m / ∏ k ∈ s.erase g, (weight β e g - weight β e k)
      = ∏ k ∈ s.erase g, (1 - Real.exp (-β * (e k - e g)))⁻¹ := by
    have hc : (s.erase g).card = m := by
      rw [Finset.card_erase_of_mem hg]
      omega
    rw [← hc, ← Finset.prod_const, ← Finset.prod_div_distrib]
    refine Finset.prod_congr rfl fun k _ => ?_
    have hk : Real.exp (-β * (e k - e g)) = weight β e k / weight β e g := by
      unfold weight
      rw [← Real.exp_sub]
      refine congrArg Real.exp ?_
      ring
    rw [hk, one_sub_div (hpos g).ne', inv_div]
  -- every term but that of the lowest mode dies out geometrically
  have hterm : ∀ j ∈ s, Tendsto (fun N : ℕ => (weight β e j / weight β e g) ^ N *
      (weight β e j ^ m / ∏ k ∈ s.erase j, (weight β e j - weight β e k))) atTop
      (𝓝 (if j = g then ∏ k ∈ s.erase g, (1 - Real.exp (-β * (e k - e g)))⁻¹ else 0)) := by
    intro j hj
    by_cases hjg : j = g
    · rw [if_pos hjg, hjg, hL]
      simp only [div_self (hpos g).ne', one_pow, one_mul]
      exact tendsto_const_nhds
    · have hlt : e g < e j := lt_of_le_of_ne (hmin j hj) fun h => hjg (he hj hg h.symm)
      have hmul : β * e g < β * e j := mul_lt_mul_of_pos_left hlt hβ
      have hexp : -β * e j < -β * e g := by
        rw [neg_mul, neg_mul]
        exact neg_lt_neg hmul
      have hw : weight β e j < weight β e g := Real.exp_lt_exp.2 hexp
      have h := (tendsto_pow_atTop_nhds_zero_of_lt_one (div_pos (hpos j) (hpos g)).le
        ((div_lt_one (hpos g)).2 hw)).mul_const
        (weight β e j ^ m / ∏ k ∈ s.erase j, (weight β e j - weight β e k))
      rw [zero_mul] at h
      rw [if_neg hjg]
      exact h
  have hsum := tendsto_finsetSum s hterm
  rw [Finset.sum_ite_eq' s g, if_pos hg] at hsum
  refine hsum.congr fun N => ?_
  have hE : Real.exp (β * N * e g) = (weight β e g ^ N)⁻¹ := by
    unfold weight
    rw [← Real.exp_nat_mul, ← Real.exp_neg]
    refine congrArg Real.exp ?_
    ring
  rw [bosonSum_closed_form β e ⟨g, hg⟩ hx N, hE, Finset.sum_mul,
    show N + s.card - 1 = N + m by omega]
  refine Finset.sum_congr rfl fun j _ => ?_
  rw [pow_add, div_pow]
  ring

end

end CanonicalBosonClosedForm
```

```lean
#print axioms CanonicalBosonClosedForm.bosonSum_closed_form
#print axioms CanonicalBosonClosedForm.bosonSum_degenerate_pair
#print axioms CanonicalBosonClosedForm.bosonSum_tendsto
```

```
'CanonicalBosonClosedForm.bosonSum_closed_form' depends on axioms: [propext, Classical.choice, Quot.sound]
'CanonicalBosonClosedForm.bosonSum_degenerate_pair' depends on axioms: [propext, Classical.choice, Quot.sound]
'CanonicalBosonClosedForm.bosonSum_tendsto' depends on axioms: [propext, Classical.choice, Quot.sound]
```

## From the recursion to the Lean proof

`bosonSum_insert` splits the configurations by whether `n a = 0`. The empty part is matched with configurations on `s`. For the occupied part, `Finset.sum_nbij'` pairs the removal of one boson from `a` with its inverse, the addition of one, and the exponents are then compared. `bosonSum_singleton` is the single-mode case.

`modeSum_insert` proves the term-by-term identity for $F_p$ as `key`; there `hd` supplies $x_j-x_a\ne0$, which allows the cancellation in `hq`.

The main theorem is an induction on `m`, with $M=m+1$, over all mode sets and all `N`, because the hypothesis is used at `N + 1`. The equations `z1` and `z2` add the two modes to the boson sum in either order, `p1` and `p2` do so for `modeSum`, and `iha` and `ihb` are the induction hypotheses for the smaller sets. After `mul_left_cancel₀` introduces the factor $x_a-x_b$, `linear_combination` combines these six equations, so both exchange identities are used without being stated as lemmas.

The degenerate pair is an induction on `N` with the same recursion. For the limit, `hL` rewrites the surviving coefficient as the product, `hterm` gives the limit of each term, and `tendsto_finsetSum` adds them.

## Use with a fixed particle number

For an ideal Bose gas with finitely many, nondegenerate single-particle levels, the closed form gives canonical partition sums at fixed $N$ without enumerating configurations. In floating-point work, nearly equal weights can produce large terms of opposite sign and a loss of digits. The recursion for $Z_N$ adds only positive numbers and also accepts degenerate levels.
